# A weighted average of Green functions at n points on a circle equals (1 + ((H − c)/r)ⁿ)⁻¹ for Hermitian H and even n

At a fixed wave vector along the surface, a slab model may have a few surface states in a gap between bulk bands. To count them without diagonalising the Hamiltonian H, one can integrate its Green function anticlockwise around a circle in the complex energy plane, with centre c and radius r enclosing those levels and no others, divide by 2πi and take the trace. On a computer, the integral with its factor 1/(2πi) can be replaced by a weighted average over n equally spaced points. What does that average do to each level, and how far is its trace from the true count?

## The filter and its energy window

```lean
import Mathlib

open Matrix Finset
open scoped ComplexOrder

namespace ContourOccupationFilter

noncomputable section

variable {ι : Type*} [Fintype ι] [DecidableEq ι]
```

The type `ι` labels the finitely many basis states, so `Matrix ι ι ℂ` is the type of a Hamiltonian in an orthonormal basis.

```lean
/-- The `k`-th contour node on the unit circle, `exp(iπ/n) exp(2πi/n)^k`, for `n ≠ 0`. -/
def node (n k : ℕ) : ℂ :=
  Complex.exp (Real.pi * Complex.I / n) * Complex.exp (2 * Real.pi * Complex.I / n) ^ k
```

Write ζ = exp(2πi/n). The nodes are

w_k = exp(iπ/n) ζᵏ.

```lean
/-- The Hamiltonian measured from the window centre `c` in units of the radius `r ≠ 0`. -/
def scaled (H : Matrix ι ι ℂ) (c r : ℝ) : Matrix ι ι ℂ :=
  (r : ℂ)⁻¹ • (H - (c : ℂ) • 1)
```

This is the dimensionless Hamiltonian A = (H − c)/r. The symbol `•` multiplies a matrix by a number.

```lean
/-- The average over the `n ≠ 0` nodes `w` of `r w` times the Green function at the complex
energy `c + r w`, for energies that are not eigenvalues of `H`. -/
def contourFilter (H : Matrix ι ι ℂ) (c r : ℝ) (n : ℕ) : Matrix ι ι ℂ :=
  (n : ℂ)⁻¹ • ∑ k ∈ range n,
    ((r : ℂ) * node n k) • (((c : ℂ) + r * node n k) • (1 : Matrix ι ι ℂ) - H)⁻¹
```

Since `range n` means k = 0, …, n − 1, the filter is

F = (1/n) Σ_k r w_k ((c + r w_k) − H)⁻¹.

The weight r w_k comes from the line element: on the circle z = c + r w with w = exp(iθ), dz/(2πi) = r w dθ/(2π). H is a fixed matrix here. An energy-dependent embedding self-energy would need a different argument.

```lean
/-- The occupation `1 / (1 + ((x - c)/r)^n)` of a level at energy `x`, for `r ≠ 0` and even `n`. -/
def occupation (c r : ℝ) (n : ℕ) (x : ℝ) : ℝ := 1 / (1 + ((x - c) / r) ^ n)
```

The occupation is f(x) = 1/(1 + ((x − c)/r)ⁿ). It is a weight for the energy window, not a thermal Fermi function, and for even n it equals 1/2 at the edges x = c ± r.

## The nodes are the roots of wⁿ = −1

```lean
lemma phase_pow {n : ℕ} (hn : n ≠ 0) :
    Complex.exp (Real.pi * Complex.I / n) ^ n = -1 := by
  have hn' : (n : ℂ) ≠ 0 := Nat.cast_ne_zero.mpr hn
  rw [← Complex.exp_nat_mul,
    show (n : ℂ) * (Real.pi * Complex.I / n) = Real.pi * Complex.I by field_simp,
    Complex.exp_pi_mul_I]
```

The n-th power of exp(iπ/n) is exp(iπ) = −1.

```lean
lemma node_pow {n : ℕ} (hn : n ≠ 0) (k : ℕ) : node n k ^ n = -1 := by
  rw [node, mul_pow, ← pow_mul, mul_comm k n, pow_mul,
    (Complex.isPrimitiveRoot_exp n hn).pow_eq_one, one_pow, mul_one, phase_pow hn]
```

Because ζⁿ = 1, every node satisfies w_kⁿ = −1.

```lean
/-- For `n ≠ 0` the nodes with `k < n` run through all complex roots of `w^n = -1`,
each exactly once. -/
theorem node_bijOn {n : ℕ} (hn : n ≠ 0) :
    Set.BijOn (node n) (Set.Iio n) {z : ℂ | z ^ n = -1} := by
  have hζ := Complex.isPrimitiveRoot_exp n hn
  have ha := Complex.exp_ne_zero (Real.pi * Complex.I / n)
  refine ⟨fun k _ => node_pow hn k, ?_, ?_⟩
  · intro i hi j hj hij
    exact hζ.pow_inj hi hj (mul_left_cancel₀ ha hij)
  · intro z hz
    have hz' : z ^ n = -1 := hz
    have : NeZero n := ⟨hn⟩
    have h1 : ((Complex.exp (Real.pi * Complex.I / n))⁻¹ * z) ^ n = 1 := by
      rw [mul_pow, inv_pow, phase_pow hn, hz']
      norm_num
    obtain ⟨i, hi, h⟩ := hζ.eq_pow_of_pow_eq_one h1
    refine ⟨i, hi, ?_⟩
    rw [node, h, mul_inv_cancel_left₀ ha]
```

`Set.BijOn` says that k = 0, …, n − 1 gives every root exactly once. Two equal nodes would give equal powers of ζ, which is impossible for different exponents below n. Conversely, if zⁿ = −1, then z/exp(iπ/n) has n-th power 1 and is therefore some ζᵏ.

```lean
/-- The sum of the `m`-th powers of the `n` nodes vanishes for `0 < m < n`. -/
theorem node_power_sum {n m : ℕ} (hm : 0 < m) (hmn : m < n) :
    ∑ k ∈ range n, node n k ^ m = 0 := by
  have hζ := Complex.isPrimitiveRoot_exp n (by omega)
  set ζ := Complex.exp (2 * Real.pi * Complex.I / n) with hdef
  have h1 : ζ ^ m ≠ 1 := fun h =>
    absurd (Nat.le_of_dvd hm (hζ.dvd_of_pow_eq_one m h)) (by omega)
  have h2 : (1 - ζ ^ m) * ∑ k ∈ range n, (ζ ^ m) ^ k = 0 := by
    rw [mul_neg_geom_sum, ← pow_mul, mul_comm m n, pow_mul, hζ.pow_eq_one, one_pow, sub_self]
  have h3 := (mul_eq_zero.mp h2).resolve_left (sub_ne_zero.mpr h1.symm)
  have h4 : ∀ k ∈ range n, node n k ^ m =
      Complex.exp (Real.pi * Complex.I / n) ^ m * (ζ ^ m) ^ k := by
    intro k _
    rw [node, ← hdef, mul_pow, ← pow_mul, ← pow_mul, mul_comm k m]
  rw [sum_congr rfl h4, ← mul_sum, h3, mul_zero]
```

For 0 < m < n, the sum is

Σ_k w_kᵐ = exp(iπm/n) Σ_k (ζᵐ)ᵏ.

The geometric series gives (1 − ζᵐ) Σ_k (ζᵐ)ᵏ = 1 − ζᵐⁿ = 0. Since ζᵐ ≠ 1, the sum vanishes.

## Every Green function exists

```lean
/-- The Green function of a Hermitian `H` exists at every energy `z` off the real axis. -/
theorem resolvent_exists {H : Matrix ι ι ℂ} (hH : H.IsHermitian) {z : ℂ} (hz : z.im ≠ 0) :
    IsUnit (z • (1 : Matrix ι ι ℂ) - H).det := by
  rw [isUnit_iff_ne_zero]
  intro h
  obtain ⟨v, hv, h0⟩ := Matrix.exists_mulVec_eq_zero_iff.mpr h
  rw [Matrix.sub_mulVec, Matrix.smul_mulVec, Matrix.one_mulVec, sub_eq_zero] at h0
  -- the expectation value of `H` is real
  have h1 : star (H *ᵥ v) ⬝ᵥ v = star v ⬝ᵥ (H *ᵥ v) := by
    rw [Matrix.star_mulVec, hH.eq, Matrix.dotProduct_mulVec]
  rw [← h0, star_smul, smul_dotProduct, dotProduct_smul, smul_eq_mul, smul_eq_mul] at h1
  have h2 : star v ⬝ᵥ v ≠ 0 := fun h => hv (dotProduct_star_self_eq_zero.mp h)
  have h3 := congrArg Complex.im (mul_right_cancel₀ h2 h1)
  simp only [Complex.star_def, Complex.conj_im] at h3
  exact hz (by linarith)
```

`IsUnit` of the determinant means that it is non-zero. If z − H were singular, some v ≠ 0 would satisfy Hv = zv. Hermiticity makes v†Hv real, so z* v†v = z v†v, and z would be real. This matters because Lean assigns the value zero to the inverse of a singular matrix.

```lean
lemma node_im_ne_zero {n : ℕ} (hn : n ≠ 0) (he : Even n) (k : ℕ) : (node n k).im ≠ 0 := by
  intro h
  have hw : (((node n k).re : ℝ) : ℂ) = node n k := Complex.ext (by simp) (by simp [h])
  have h1 := node_pow hn k
  rw [← hw] at h1
  have h2 : (node n k).re ^ n = (-1 : ℝ) := by exact_mod_cast h1
  linarith [he.pow_nonneg (node n k).re]
```

A real number has a non-negative even power, so it cannot satisfy wⁿ = −1. Hence no node is real, and neither is c + r w_k when r > 0.

## The average is an inverse

```lean
lemma geometric_sum (A : Matrix ι ι ℂ) (w : ℂ) (N : ℕ) :
    (w • 1 - A) * ∑ j ∈ range N, w ^ (N - j) • A ^ j = w • (w ^ N • 1 - A ^ N) := by
  induction N with
  | zero => simp
  | succ N ih =>
    have hs : ∑ j ∈ range (N + 1), w ^ (N + 1 - j) • A ^ j =
        w • (∑ j ∈ range N, w ^ (N - j) • A ^ j) + w • A ^ N := by
      rw [sum_range_succ, smul_sum]
      congr 1
      · refine sum_congr rfl fun j hj => ?_
        have := mem_range.mp hj
        rw [show N + 1 - j = (N - j) + 1 by omega, pow_succ', mul_smul]
      · simp
    rw [hs, mul_add, Matrix.mul_smul, ih, Matrix.mul_smul, sub_mul, Matrix.smul_mul, one_mul,
      ← pow_succ' A N]
    module
```

This is the finite geometric sum

(w − A) Σ_j wᴺ⁻ʲ Aʲ = w(wᴺ − Aᴺ), with j = 0, …, N − 1.

By hand, neighbouring terms cancel; Lean uses induction on N.

```lean
lemma filter_mul {H : Matrix ι ι ℂ} (hH : H.IsHermitian) (c : ℝ) {r : ℝ} (hr : 0 < r)
    {n : ℕ} (hn : n ≠ 0) (he : Even n) :
    contourFilter H c r n * (1 + scaled H c r ^ n) = 1 := by
  have hr' : (r : ℂ) ≠ 0 := by exact_mod_cast hr.ne'
  have hA : (r : ℂ) • scaled H c r = H - (c : ℂ) • 1 := by
    rw [scaled, smul_smul, mul_inv_cancel₀ hr', one_smul]
  generalize scaled H c r = A at hA ⊢
  -- each Green function times `1 + A^n` is a polynomial in `A`
  have each : ∀ k ∈ range n, (((r : ℂ) * node n k) •
      (((c : ℂ) + r * node n k) • (1 : Matrix ι ι ℂ) - H)⁻¹) * (1 + A ^ n) =
      -∑ j ∈ range n, node n k ^ (n - j) • A ^ j := by
    intro k _
    have hu := resolvent_exists hH (z := (c : ℂ) + r * node n k)
      (by simpa using And.intro hr.ne' (node_im_ne_zero hn he k))
    have hg := geometric_sum A (node n k) n
    rw [node_pow hn] at hg
    have hM : ((c : ℂ) + r * node n k) • (1 : Matrix ι ι ℂ) - H =
        (r : ℂ) • (node n k • 1 - A) := by
      rw [smul_sub, hA]
      module
    generalize ((c : ℂ) + r * node n k) • (1 : Matrix ι ι ℂ) - H = M at hu hM ⊢
    have h1 : M * ∑ j ∈ range n, node n k ^ (n - j) • A ^ j =
        -(((r : ℂ) * node n k) • (1 + A ^ n)) := by
      rw [hM, Matrix.smul_mul, hg]
      module
    rw [Matrix.smul_mul, ← Matrix.mul_smul, ← neg_eq_iff_eq_neg.mpr h1, Matrix.mul_neg,
      ← mul_assoc, Matrix.nonsing_inv_mul M hu, one_mul]
  -- averaging over the nodes leaves only the zeroth power
  have hsum : ∑ j ∈ range n, ∑ k ∈ range n, node n k ^ (n - j) • A ^ j =
      (-(n : ℂ)) • (1 : Matrix ι ι ℂ) := by
    rw [sum_eq_single 0]
    · have h0 : ∑ k ∈ range n, node n k ^ (n - 0) = -(n : ℂ) := by simp [node_pow hn]
      rw [← sum_smul, h0, pow_zero]
    · intro j hj h0
      have := mem_range.mp hj
      rw [← sum_smul, node_power_sum (by omega) (by omega), zero_smul]
    · intro h
      exact absurd (mem_range.mpr (Nat.pos_of_ne_zero hn)) h
  rw [contourFilter, Matrix.smul_mul, sum_mul, sum_congr rfl each, sum_neg_distrib, sum_comm,
    hsum, neg_smul, neg_neg, smul_smul, inv_mul_cancel₀ (Nat.cast_ne_zero.mpr hn), one_smul]
```

Let M_k = (c + r w_k) − H = r(w_k − A), and let S_k = Σ_j w_kⁿ⁻ʲ Aʲ. Setting N = n in the geometric sum and using w_kⁿ = −1 gives

M_k S_k = −r w_k (1 + Aⁿ).

Multiplying by M_k⁻¹ from the left gives the step called `each`:

r w_k M_k⁻¹ (1 + Aⁿ) = −S_k.

Now average over k and exchange the sums (`sum_comm`):

F(1 + Aⁿ) = −(1/n) Σ_j (Σ_k w_kⁿ⁻ʲ) Aʲ.

For j > 0 the inner sum vanishes; for j = 0 it is −n. This is `hsum`, and the right-hand side is the identity.

```lean
/-- For Hermitian `H`, radius `r > 0` and even `n ≠ 0`, the matrix `1 + ((H - c)/r)^n` is
invertible and the contour average of Green functions is its inverse. -/
theorem contourFilter_eq {H : Matrix ι ι ℂ} (hH : H.IsHermitian) (c : ℝ) {r : ℝ} (hr : 0 < r)
    {n : ℕ} (hn : n ≠ 0) (he : Even n) :
    IsUnit (1 + scaled H c r ^ n) ∧ contourFilter H c r n = (1 + scaled H c r ^ n)⁻¹ := by
  have h := filter_mul hH c hr hn he
  exact ⟨⟨⟨_, _, mul_eq_one_comm.mp h, h⟩, rfl⟩, (Matrix.inv_eq_left_inv h).symm⟩
```

A left inverse of a finite square matrix is also a right inverse. Thus 1 + Aⁿ is invertible and F = (1 + Aⁿ)⁻¹.

## Occupations and their errors

```lean
/-- For Hermitian `H`, `r > 0` and even `n ≠ 0`, the filter multiplies an eigenvector of `H`
with energy `x` by the occupation of `x`. -/
theorem contourFilter_eigenvector {H : Matrix ι ι ℂ} (hH : H.IsHermitian) (c : ℝ) {r : ℝ}
    (hr : 0 < r) {n : ℕ} (hn : n ≠ 0) (he : Even n) {x : ℝ} {v : ι → ℂ}
    (hv : H *ᵥ v = (x : ℂ) • v) :
    contourFilter H c r n *ᵥ v = (occupation c r n x : ℂ) • v := by
  obtain ⟨y, hy⟩ : ∃ y : ℝ, y = (x - c) / r := ⟨_, rfl⟩
  have hA : scaled H c r *ᵥ v = (y : ℂ) • v := by
    rw [scaled, Matrix.smul_mulVec, Matrix.sub_mulVec, Matrix.smul_mulVec, Matrix.one_mulVec,
      hv, ← sub_smul, smul_smul, hy]
    congr 1
    push_cast
    ring
  have hpow : ∀ m : ℕ, (scaled H c r ^ m) *ᵥ v = (y : ℂ) ^ m • v := by
    intro m
    induction m with
    | zero => simp
    | succ m ih =>
      rw [pow_succ (scaled H c r) m, ← Matrix.mulVec_mulVec, hA, Matrix.mulVec_smul, ih,
        smul_smul, ← pow_succ']
  have h1 : (1 + scaled H c r ^ n) *ᵥ v = (1 + (y : ℂ) ^ n) • v := by
    rw [Matrix.add_mulVec, Matrix.one_mulVec, hpow, add_smul, one_smul]
  have h2 : (1 + (y : ℂ) ^ n) • (contourFilter H c r n *ᵥ v) = v := by
    rw [← Matrix.mulVec_smul, ← h1, Matrix.mulVec_mulVec, filter_mul hH c hr hn he,
      Matrix.one_mulVec]
  have h3 : (1 + (y : ℂ) ^ n) ≠ 0 := by
    have : (0 : ℝ) < 1 + y ^ n := by linarith [he.pow_nonneg y]
    exact_mod_cast this.ne'
  have h4 : (occupation c r n x : ℂ) = (1 + (y : ℂ) ^ n)⁻¹ := by
    rw [occupation, ← hy]
    push_cast
    rw [one_div]
  rw [h4, eq_inv_smul_iff₀ h3, h2]
```

Suppose Hv = xv and put y = (x − c)/r. Then Av = yv, and induction on the power gives (1 + Aⁿ)v = (1 + yⁿ)v. Applying F yields v = (1 + yⁿ)Fv. Since 1 + yⁿ ≥ 1, division gives Fv = f(x)v.

```lean
/-- For `r > 0` and even `n`, a level within `q r` of the centre has an occupation that falls
short of one by at most `q^n`. -/
theorem occupation_inside {c r q x : ℝ} (hr : 0 < r) {n : ℕ} (he : Even n)
    (hx : |x - c| ≤ q * r) :
    0 ≤ 1 - occupation c r n x ∧ 1 - occupation c r n x ≤ q ^ n := by
  have h1 : |(x - c) / r| ≤ q := by rwa [abs_div, abs_of_pos hr, div_le_iff₀ hr]
  have h2 : ((x - c) / r) ^ n ≤ q ^ n := by
    rw [← he.pow_abs]
    exact pow_le_pow_left₀ (abs_nonneg _) h1 n
  have h0 := he.pow_nonneg ((x - c) / r)
  rw [occupation]
  generalize ((x - c) / r) ^ n = t at h0 h2 ⊢
  have h3 : 1 - 1 / (1 + t) = t / (1 + t) := by
    have : 1 + t ≠ 0 := by positivity
    field_simp
    ring
  rw [h3]
  exact ⟨by positivity, (div_le_self h0 (by linarith)).trans h2⟩
```

Let t = ((x − c)/r)ⁿ. If |x − c| ≤ qr, then 0 ≤ t ≤ qⁿ, and

1 − f(x) = t/(1 + t) ≤ t ≤ qⁿ.

```lean
/-- For `r, q > 0` and even `n`, a level at distance at least `r/q` from the centre has a
positive occupation of at most `q^n`. -/
theorem occupation_outside {c r q x : ℝ} (hr : 0 < r) (hq : 0 < q) {n : ℕ} (he : Even n)
    (hx : r / q ≤ |x - c|) :
    0 < occupation c r n x ∧ occupation c r n x ≤ q ^ n := by
  have h1 : 1 ≤ q * |(x - c) / r| := by
    rw [abs_div, abs_of_pos hr, ← mul_div_assoc, le_div_iff₀ hr]
    rw [div_le_iff₀ hq] at hx
    linarith
  have h2 : 1 ≤ q ^ n * ((x - c) / r) ^ n := by
    rw [← he.pow_abs ((x - c) / r), ← mul_pow]
    exact one_le_pow₀ h1
  have h0 := he.pow_nonneg ((x - c) / r)
  have hqn : 0 < q ^ n := by positivity
  rw [occupation]
  refine ⟨by positivity, ?_⟩
  rw [div_le_iff₀ (by positivity)]
  linarith
```

If |x − c| ≥ r/q, then qⁿt ≥ 1, so

0 < f(x) = 1/(1 + t) ≤ qⁿ.

The theorem needs only q > 0, but the bounds shrink with n only when q < 1. For q = 1/2 and n = 10 they are 1/1024.

## Counting the states

```lean
/-- For Hermitian `H`, `r > 0` and even `n ≠ 0`, the trace of the filter is the sum of the
occupations of all eigenvalues of `H`. -/
theorem trace_contourFilter {H : Matrix ι ι ℂ} (hH : H.IsHermitian) (c : ℝ) {r : ℝ}
    (hr : 0 < r) {n : ℕ} (hn : n ≠ 0) (he : Even n) :
    (contourFilter H c r n).trace =
      ((∑ i, occupation c r n (hH.eigenvalues i) : ℝ) : ℂ) := by
  obtain ⟨U, hU⟩ : ∃ U : Matrix ι ι ℂ, U = hH.eigenvectorUnitary := ⟨_, rfl⟩
  have hu : star U * U = 1 := by
    rw [hU]
    exact Matrix.mem_unitaryGroup_iff'.mp hH.eigenvectorUnitary.2
  -- the filter is diagonal in the eigenbasis of `H`
  have hF : contourFilter H c r n * U =
      U * diagonal fun i => (occupation c r n (hH.eigenvalues i) : ℂ) := by
    ext i j
    have hv : H *ᵥ (fun a => U a j) = (hH.eigenvalues j : ℂ) • (fun a => U a j) := by
      rw [hU]
      exact hH.mulVec_eigenvectorBasis j
    have h := congrFun (contourFilter_eigenvector hH c hr hn he hv) i
    rw [Matrix.mul_diagonal, mul_comm (U i j)]
    exact h
  rw [← mul_one (contourFilter H c r n), ← mul_eq_one_comm.mp hu, ← mul_assoc, hF,
    Matrix.trace_mul_comm, ← mul_assoc, hu, one_mul, Matrix.trace_diagonal]
  push_cast
  rfl
```

`hH.eigenvalues i` lists the real eigenvalues ε_i with multiplicity. If the columns of U are the orthonormal eigenvectors, then FU = U diag(f(ε_i)). Inserting UU† = 1 and cycling the trace gives tr F = Σ_i f(ε_i).

```lean
/-- Let `H` be Hermitian, `r, q > 0` and `n ≠ 0` even, with every eigenvalue either within `q r`
of `c` or at least `r/q` away. Then the trace of the filter counts the eigenvalues within `q r`
with an error of at most the matrix dimension times `q^n`. -/
theorem state_count_error {H : Matrix ι ι ℂ} (hH : H.IsHermitian) {c r q : ℝ}
    (hr : 0 < r) (hq : 0 < q) {n : ℕ} (hn : n ≠ 0) (he : Even n)
    (gap : ∀ i, |hH.eigenvalues i - c| ≤ q * r ∨ r / q ≤ |hH.eigenvalues i - c|) :
    ‖(contourFilter H c r n).trace -
      ((univ.filter fun i => |hH.eigenvalues i - c| ≤ q * r).card : ℂ)‖ ≤
      Fintype.card ι * q ^ n := by
  have h1 : (contourFilter H c r n).trace -
      ((univ.filter fun i => |hH.eigenvalues i - c| ≤ q * r).card : ℂ) =
      ((∑ i, (occupation c r n (hH.eigenvalues i) -
        if |hH.eigenvalues i - c| ≤ q * r then 1 else 0) : ℝ) : ℂ) := by
    rw [trace_contourFilter hH c hr hn he, sum_sub_distrib, sum_boole, Complex.ofReal_sub,
      Complex.ofReal_natCast]
  rw [h1, Complex.norm_real, Real.norm_eq_abs]
  refine (abs_sum_le_sum_abs _ _).trans ?_
  have h2 : ∀ i ∈ (univ : Finset ι), |occupation c r n (hH.eigenvalues i) -
      if |hH.eigenvalues i - c| ≤ q * r then 1 else 0| ≤ q ^ n := by
    intro i _
    have hqn : 0 < q ^ n := by positivity
    by_cases h : |hH.eigenvalues i - c| ≤ q * r
    · obtain ⟨ha, hb⟩ := occupation_inside hr he h
      rw [if_pos h, abs_le]
      constructor <;> linarith
    · obtain ⟨ha, hb⟩ := occupation_outside hr hq he ((gap i).resolve_left h)
      rw [if_neg h, abs_le]
      constructor <;> linarith
  refine (sum_le_sum h2).trans (le_of_eq ?_)
  rw [sum_const, nsmul_eq_mul, card_univ]

end

end ContourOccupationFilter
```

The hypothesis `gap` is assumed: every level lies within qr of c or at least r/q away. For q < 1 it describes a spectral gap around each edge of the window; for q ≥ 1 it always holds and says nothing about the spectrum. Each level then contributes an error of at most qⁿ, and the triangle inequality gives

|tr F − N_in| ≤ d qⁿ,

where N_in is the number of levels within qr and d is the matrix dimension. For a finite, non-interacting electronic-structure model with such a gap, this bounds how many Green functions are enough for a chosen counting error, assuming they are evaluated without rounding.

```lean
#print axioms ContourOccupationFilter.node_bijOn
-- 'ContourOccupationFilter.node_bijOn' depends on axioms: [propext, Classical.choice, Quot.sound]
#print axioms ContourOccupationFilter.contourFilter_eq
-- 'ContourOccupationFilter.contourFilter_eq' depends on axioms: [propext, Classical.choice, Quot.sound]
#print axioms ContourOccupationFilter.state_count_error
-- 'ContourOccupationFilter.state_count_error' depends on axioms: [propext, Classical.choice, Quot.sound]
```
